# The integral of $\cos^{2i}t\,\sin^{2j}t$ over the circle in double factorials

## A Gaussian orbital in the plane

In a two-dimensional model of a flat quantum dot, the motion across the layer is left out, and an electron is described by basis functions of two coordinates. One choice is a Cartesian Gaussian centred at the origin,

$$\chi_{ij}(x,y) = x^i y^j e^{-\alpha(x^2+y^2)}, \qquad \alpha>0,$$

where $i$ and $j$ are natural numbers, zero included. To normalise it, one needs the integral of $\chi_{ij}^2$ over the plane. In polar coordinates $x=r\cos t$, $y=r\sin t$ the function becomes

$$\chi_{ij} = r^{i+j}e^{-\alpha r^2}\,\cos^i t\,\sin^j t ,$$

so its self-overlap is a radial integral times the angular integral

$$\int_0^{2\pi}\cos^{2i}t\,\sin^{2j}t\,dt .$$

The same kind of integral appears in the overlap of two different functions on the same centre. There the exponents are sums of two powers and may be odd, so it pays to study

$$M(a,b)=\int_0^{2\pi}\cos^a t\,\sin^b t\,dt$$

for all natural $a$ and $b$.

## The value, the parity rule and the normalising factor

Write $n!!$ for the double factorial, the product $n(n-2)(n-4)\cdots$ down to 2 or 1, with $(-1)!!=0!!=1$. Three results hold for all natural exponents.

- The even moments are
$$M(2i,2j)=2\pi\,\frac{(2i-1)!!\,(2j-1)!!}{(2i+2j)!!}.$$
- If $a$ or $b$ is odd, then $M(a,b)=0$.
- With
$$N_{ij}=\sqrt{\frac{(2i+2j)!!}{2\pi\,(2i-1)!!\,(2j-1)!!}},$$
the function $N_{ij}\cos^i t\,\sin^j t$ has a square that integrates to 1 over the circle.

For $i=j=0$ the moment is $2\pi$ and the factor is $1/\sqrt{2\pi}$, as it should be for a constant function.

## Two relations between neighbouring moments

The first relation comes from a total derivative. By the product rule,

$$\frac{d}{dt}\left[\cos^{a+1}t\,\sin^{b+1}t\right]
=(b+1)\cos^{a+2}t\,\sin^b t-(a+1)\cos^a t\,\sin^{b+2}t .$$

The function in brackets contains at least one factor of the sine, so it is zero at $t=0$ and at $t=2\pi$. Integration therefore gives

$$(a+1)\,M(a,b+2)=(b+1)\,M(a+2,b).$$

The second relation comes from multiplying $\cos^2t+\sin^2t=1$ by $\cos^a t\,\sin^b t$ and integrating:

$$M(a+2,b)+M(a,b+2)=M(a,b).$$

Multiply this by $a+1$ and replace $(a+1)M(a,b+2)$ by means of the first relation. The terms in $M(a+2,b)$ combine, and

$$(a+b+2)\,M(a+2,b)=(a+1)\,M(a,b).$$

Multiplying by $b+1$ instead, and eliminating $M(a+2,b)$, gives

$$(a+b+2)\,M(a,b+2)=(b+1)\,M(a,b).$$

Each recurrence raises one exponent by two and leaves the other alone.

## Odd exponents

When the cosine appears once, the integrand has an elementary primitive:

$$M(1,b)=\left[\frac{\sin^{b+1}t}{b+1}\right]_0^{2\pi}=0 .$$

When the sine appears once,

$$M(a,1)=\left[-\frac{\cos^{a+1}t}{a+1}\right]_0^{2\pi}=0,$$

because the cosine equals 1 at both ends. The recurrences carry these zeros upward in steps of two. Since $a+b+2$ is positive, $M(a,b)=0$ implies $M(a+2,b)=0$ and $M(a,b+2)=0$. Every odd exponent is reached in this way, whatever the other exponent is.

## Even exponents

Start from $M(0,0)=2\pi$ and raise the power of the sine. The sine recurrence with $a=0$ and $b=2j$ reads

$$M(0,2j+2)=\frac{2j+1}{2j+2}\,M(0,2j).$$

The numerators build up $(2j-1)!!$ and the denominators $(2j)!!$, so

$$M(0,2j)=2\pi\,\frac{(2j-1)!!}{(2j)!!}.$$

Now hold $j$ fixed and raise the power of the cosine:

$$M(2i+2,2j)=\frac{2i+1}{2i+2j+2}\,M(2i,2j).$$

Each step multiplies the numerator by the next odd number and extends the denominator from $(2i+2j)!!$ to $(2i+2j+2)!!$. This gives the formula for $M(2i,2j)$.

The normalising factor follows at once, since

$$\int_0^{2\pi}\left(N_{ij}\cos^i t\,\sin^j t\right)^2dt=N_{ij}^2\,M(2i,2j)=1 .$$

## The case $i=2$, $j=1$ in numbers

For the angular function $\cos^2t\,\sin t$ the formula gives

$$M(4,2)=2\pi\,\frac{3!!\cdot 1!!}{6!!}=2\pi\,\frac{3}{48}=\frac{\pi}{8}.$$

The recurrences give the same value along the path $M(0,0)=2\pi$, $M(0,2)=\tfrac12\cdot2\pi=\pi$, $M(2,2)=\tfrac14\pi$, $M(4,2)=\tfrac36\cdot\tfrac{\pi}{4}=\tfrac{\pi}{8}$. The normalising factor is $N_{21}=\sqrt{8/\pi}\approx1.596$.

## The statements in Lean

The moment $M(a,b)$ is `angularMoment a b`, a real number defined as the interval integral from `0` to `2 * π`. The exponents are natural numbers, and the measure is $dt$, without a division by $2\pi$.

The function `oddDF` needs a little care with its index: `oddDF n` stands for $(2n-1)!!$, so `oddDF 3` is $5!!=15$. It is defined by the value 1 at `n = 0` and by multiplication with $2n+1$ at each step. This builds in the convention $(-1)!!=1$ without a subtraction of natural numbers. The even double factorial in the denominator is Mathlib's own, written `‼`. The factor $N_{ij}$ is `angularNorm i j`, with the positive square root as the choice of sign.

The theorem `integral_cos_pow_mul_sin_pow` states the value of the even moments with the integral written out. The parity rule is `angularMoment_eq_zero_of_odd`, whose only hypothesis, `Odd a ∨ Odd b`, also allows both exponents to be odd. The theorem `angularNorm_normalises` states that the squared, normalised angular function integrates to 1. The parity rule makes some pairs of different angular functions orthogonal, but not all pairs: $\cos^2t$ and $\sin^2t$ have the overlap $M(2,2)=\pi/4$.

```lean
import Mathlib

open Real
open scoped Nat

namespace PlanarAngularNormalisation

noncomputable section

/-- The odd double factorial `(2n-1)!!`, with the convention `(-1)!! = 1` at `n = 0`. -/
def oddDF : ℕ → ℕ
  | 0 => 1
  | n + 1 => (2 * n + 1) * oddDF n

/-- The angular moment of `cos^a sin^b` over the full circle. -/
def angularMoment (a b : ℕ) : ℝ :=
  ∫ t in (0 : ℝ)..(2 * π), cos t ^ a * sin t ^ b

/-- The prefactor `sqrt((2i+2j)!! / (2π (2i-1)!! (2j-1)!!))` of the angular function
`cos^i sin^j`. -/
def angularNorm (i j : ℕ) : ℝ :=
  √(((2 * i + 2 * j)‼ : ℝ) / (2 * π * oddDF i * oddDF j))

/-- At index `n + 1` the odd double factorial is the usual `(2n+1)!!`. -/
theorem oddDF_succ (n : ℕ) : oddDF (n + 1) = (2 * n + 1)‼ := by
  induction n with
  | zero => simp [oddDF, Nat.doubleFactorial]
  | succ n ih =>
    rw [show oddDF (n + 1 + 1) = (2 * (n + 1) + 1) * oddDF (n + 1) from rfl, ih,
      show 2 * (n + 1) + 1 = 2 * n + 1 + 2 by ring, Nat.doubleFactorial_add_two]

/-- The odd double factorials are positive. -/
theorem oddDF_pos (n : ℕ) : 0 < oddDF n := by
  induction n with
  | zero => exact Nat.one_pos
  | succ n ih => exact Nat.mul_pos (Nat.succ_pos _) ih

/-- Every product of powers of cosine and sine is integrable over the circle. -/
theorem angular_integrable (a b : ℕ) :
    IntervalIntegrable (fun t : ℝ => cos t ^ a * sin t ^ b)
      MeasureTheory.volume 0 (2 * π) :=
  Continuous.intervalIntegrable (by fun_prop) _ _

/-- Integration by parts over a full period trades two powers of sine for two powers
of cosine. -/
theorem angularMoment_exchange (a b : ℕ) :
    ((a : ℝ) + 1) * angularMoment a (b + 2) = ((b : ℝ) + 1) * angularMoment (a + 2) b := by
  have hd : ∀ t : ℝ, HasDerivAt (fun t : ℝ => cos t ^ (a + 1) * sin t ^ (b + 1))
      (((b : ℝ) + 1) * (cos t ^ (a + 2) * sin t ^ b)
        - ((a : ℝ) + 1) * (cos t ^ a * sin t ^ (b + 2))) t := fun t =>
    (((Real.hasDerivAt_cos t).fun_pow (a + 1)).fun_mul
      ((Real.hasDerivAt_sin t).fun_pow (b + 1))).congr_deriv (by
        simp only [Nat.add_sub_cancel, Nat.cast_add, Nat.cast_one]
        ring)
  -- the boundary term vanishes because the sine is zero at both ends
  have h : ∫ t in (0 : ℝ)..(2 * π), (((b : ℝ) + 1) * (cos t ^ (a + 2) * sin t ^ b)
      - ((a : ℝ) + 1) * (cos t ^ a * sin t ^ (b + 2))) = 0 :=
    (intervalIntegral.integral_eq_sub_of_hasDerivAt (fun t _ => hd t)
      (Continuous.intervalIntegrable (by fun_prop) _ _)).trans (by simp)
  rw [intervalIntegral.integral_sub ((angular_integrable (a + 2) b).const_mul _)
    ((angular_integrable a (b + 2)).const_mul _),
    intervalIntegral.integral_const_mul, intervalIntegral.integral_const_mul] at h
  unfold angularMoment
  linarith

/-- The identity `cos² + sin² = 1` splits a moment into two moments of higher degree. -/
theorem angularMoment_split (a b : ℕ) :
    angularMoment (a + 2) b + angularMoment a (b + 2) = angularMoment a b := by
  unfold angularMoment
  rw [← intervalIntegral.integral_add (angular_integrable (a + 2) b)
    (angular_integrable a (b + 2))]
  refine intervalIntegral.integral_congr (fun t _ => ?_)

  linear_combination (cos t ^ a * sin t ^ b) * Real.sin_sq_add_cos_sq t

/-- Recurrence raising the power of the cosine by two. -/
theorem angularMoment_cos_step (a b : ℕ) :
    ((a : ℝ) + b + 2) * angularMoment (a + 2) b = ((a : ℝ) + 1) * angularMoment a b := by
  linear_combination ((a : ℝ) + 1) * angularMoment_split a b - angularMoment_exchange a b

/-- Recurrence raising the power of the sine by two. -/
theorem angularMoment_sin_step (a b : ℕ) :
    ((a : ℝ) + b + 2) * angularMoment a (b + 2) = ((b : ℝ) + 1) * angularMoment a b := by
  linear_combination ((b : ℝ) + 1) * angularMoment_split a b + angularMoment_exchange a b

/-- Parity selection rule: the angular moment vanishes if either exponent is odd. -/
theorem angularMoment_eq_zero_of_odd (a b : ℕ) (h : Odd a ∨ Odd b) :
    angularMoment a b = 0 := by
  rcases h with ⟨k, rfl⟩ | ⟨k, rfl⟩
  · induction k with
    | zero =>
      -- a single cosine: the integrand has a primitive proportional to sin^(b+1)
      have hb : (b : ℝ) + 1 ≠ 0 := by positivity
      have hd : ∀ t : ℝ, HasDerivAt (fun t : ℝ => sin t ^ (b + 1) / ((b : ℝ) + 1))
          (cos t ^ (2 * 0 + 1) * sin t ^ b) t := fun t =>
        (((Real.hasDerivAt_sin t).fun_pow (b + 1)).div_const ((b : ℝ) + 1)).congr_deriv (by
          simp only [Nat.add_sub_cancel, Nat.cast_add, Nat.cast_one]
          rw [div_eq_iff hb]
          ring)
      exact (intervalIntegral.integral_eq_sub_of_hasDerivAt (fun t _ => hd t)
        (angular_integrable _ _)).trans (by simp)
    | succ k ih =>
      have s := angularMoment_cos_step (2 * k + 1) b
      rw [ih, mul_zero] at s
      rw [show 2 * (k + 1) + 1 = 2 * k + 1 + 2 by ring]
      exact (mul_eq_zero.mp s).resolve_left (by positivity)
  · induction k with
    | zero =>
      -- a single sine: the integrand has a primitive proportional to cos^(a+1)
      have ha : -((a : ℝ) + 1) ≠ 0 := neg_ne_zero.mpr (by positivity)
      have hd : ∀ t : ℝ, HasDerivAt (fun t : ℝ => cos t ^ (a + 1) / (-((a : ℝ) + 1)))
          (cos t ^ a * sin t ^ (2 * 0 + 1)) t := fun t =>
        (((Real.hasDerivAt_cos t).fun_pow (a + 1)).div_const (-((a : ℝ) + 1))).congr_deriv (by
          simp only [Nat.add_sub_cancel, Nat.cast_add, Nat.cast_one]
          rw [div_eq_iff ha]
          ring)
      exact (intervalIntegral.integral_eq_sub_of_hasDerivAt (fun t _ => hd t)
        (angular_integrable _ _)).trans (by simp)
    | succ k ih =>
      have s := angularMoment_sin_step a (2 * k + 1)
      rw [ih, mul_zero] at s
      rw [show 2 * (k + 1) + 1 = 2 * k + 1 + 2 by ring]
      exact (mul_eq_zero.mp s).resolve_left (by positivity)

/-- The integral of `cos^(2i) sin^(2j)` over the circle is
`2π (2i-1)!! (2j-1)!! / (2i+2j)!!`, with `(-1)!! = 0!! = 1`. -/
theorem integral_cos_pow_mul_sin_pow (i j : ℕ) :
    ∫ t in (0 : ℝ)..(2 * π), cos t ^ (2 * i) * sin t ^ (2 * j)
      = 2 * π * oddDF i * oddDF j / ((2 * i + 2 * j)‼ : ℝ) := by
  have hD : ((2 * i + 2 * j)‼ : ℝ) ≠ 0 :=
    Nat.cast_ne_zero.mpr (Nat.doubleFactorial_pos _).ne'
  rw [eq_div_iff hD]
  change angularMoment (2 * i) (2 * j) * _ = _
  clear hD
  -- pure powers of the sine
  have base : ∀ j : ℕ, angularMoment 0 (2 * j) * ((2 * j)‼ : ℝ) = 2 * π * oddDF j := by
    intro j
    induction j with
    | zero => simp [angularMoment, oddDF, Nat.doubleFactorial]
    | succ j ih =>
      have s := angularMoment_sin_step 0 (2 * j)
      rw [show 2 * (j + 1) = 2 * j + 2 by ring, Nat.doubleFactorial_add_two,
        show oddDF (j + 1) = (2 * j + 1) * oddDF j from rfl]
      push_cast at s ⊢
      linear_combination ((2 * j)‼ : ℝ) * s + (2 * (j : ℝ) + 1) * ih
  -- raise the power of the cosine
  induction i with
  | zero => simpa [oddDF] using base j
  | succ i ih =>
    have s := angularMoment_cos_step (2 * i) (2 * j)
    rw [show 2 * (i + 1) + 2 * j = 2 * i + 2 * j + 2 by ring,
      show 2 * (i + 1) = 2 * i + 2 by ring, Nat.doubleFactorial_add_two,
      show oddDF (i + 1) = (2 * i + 1) * oddDF i from rfl]
    push_cast at s ⊢
    linear_combination ((2 * i + 2 * j)‼ : ℝ) * s + (2 * (i : ℝ) + 1) * ih

/-- With the prefactor `angularNorm i j`, the angular function `cos^i sin^j` has unit
self-overlap on the circle. -/
theorem angularNorm_normalises (i j : ℕ) :
    ∫ t in (0 : ℝ)..(2 * π), (angularNorm i j * (cos t ^ i * sin t ^ j)) ^ 2 = 1 := by
  have e : ∀ t : ℝ, (angularNorm i j * (cos t ^ i * sin t ^ j)) ^ 2
      = angularNorm i j ^ 2 * (cos t ^ (2 * i) * sin t ^ (2 * j)) := fun t => by ring
  have hi := oddDF_pos i
  have hj := oddDF_pos j
  have hD := Nat.doubleFactorial_pos (2 * i + 2 * j)
  rw [intervalIntegral.integral_congr (fun t _ => e t),
    intervalIntegral.integral_const_mul, integral_cos_pow_mul_sin_pow, angularNorm,
    Real.sq_sqrt (by positivity), div_mul_div_comm]
  exact (div_eq_one_iff_eq (by positivity)).2 (mul_comm _ _)

end

end PlanarAngularNormalisation
```

```lean
#print axioms PlanarAngularNormalisation.oddDF_succ
#print axioms PlanarAngularNormalisation.angularMoment_eq_zero_of_odd
#print axioms PlanarAngularNormalisation.integral_cos_pow_mul_sin_pow
#print axioms PlanarAngularNormalisation.angularNorm_normalises
```

```
'PlanarAngularNormalisation.oddDF_succ' depends on axioms: [propext]
'PlanarAngularNormalisation.angularMoment_eq_zero_of_odd' depends on axioms: [propext, Classical.choice, Quot.sound]
'PlanarAngularNormalisation.integral_cos_pow_mul_sin_pow' depends on axioms: [propext, Classical.choice, Quot.sound]
'PlanarAngularNormalisation.angularNorm_normalises' depends on axioms: [propext, Classical.choice, Quot.sound]
```

## From derivatives to recurrences in the proof

The lemma `oddDF_succ` shows by induction that `oddDF (n + 1)` agrees with Mathlib's $(2n+1)!!$. It ties the definition to the usual double factorial; the later proofs work from the recursion itself. The lemma `oddDF_pos` provides the positivity needed for the normalising factor, and `angular_integrable` obtains integrability from continuity.

In `angularMoment_exchange`, the statement `hd` is the product-rule formula for the derivative of $\cos^{a+1}t\,\sin^{b+1}t$. The fundamental theorem of calculus, `intervalIntegral.integral_eq_sub_of_hasDerivAt`, turns its integral into a difference of boundary values, which `simp` evaluates to zero. Linearity then separates the two moments.

The lemma `angularMoment_split` joins two integrals into one and compares the integrands at each $t$. The required identity is `Real.sin_sq_add_cos_sq t` multiplied by $\cos^a t\,\sin^b t$, and that is the combination given to `linear_combination`.

The two recurrences, `angularMoment_cos_step` and `angularMoment_sin_step`, are each a single line. The coefficients in these lines are the multipliers used above: $a+1$ or $b+1$ times the split relation, with the exchange relation subtracted or added.

## The inductions and the square root

The parity proof writes the odd exponent as $2k+1$ and uses induction on $k$, once for the cosine and once for the sine. The case $k=0$ differentiates the explicit primitive and evaluates it at both ends. In the step, the recurrence has a zero on its right-hand side, and `mul_eq_zero` leaves only the possibility that the higher moment vanishes, because the prefactor is positive.

For the even moments, the proof first multiplies by the denominator and shows

$$M(2i,2j)\,(2i+2j)!!=2\pi\,(2i-1)!!\,(2j-1)!! .$$

This avoids fractions during the induction. The inner statement `base` treats pure powers of the sine, starting from the integral of 1. The outer induction raises the cosine exponent at fixed $j$. In both steps, `linear_combination` adds the recurrence, multiplied by the old even double factorial, to the induction hypothesis, multiplied by the new odd number.

In `angularNorm_normalises`, the equation `e` expands the square at each $t$, and the constant $N_{ij}^2$ is taken out of the integral. Positivity of the double factorials allows `Real.sq_sqrt` to remove the square root. What remains is the product of a fraction and its reciprocal.

## From the angular factor to the whole orbital

The step from these theorems to a normalised $\chi_{ij}$ is the separation of the plane integral in polar coordinates, together with the radial integral. With $n=i+j$ the latter is

$$\int_0^\infty r^{2n+1}e^{-2\alpha r^2}\,dr=\frac{n!}{2(2\alpha)^{n+1}},$$

a textbook integral quoted here without a formal proof. Since $(2n)!!=2^n n!$, the factorial cancels against the angular denominator, and the self-overlap of the orbital is

$$\frac{\pi}{2\alpha}\,\frac{(2i-1)!!\,(2j-1)!!}{(4\alpha)^{i+j}} .$$

The same self-overlap also follows without polar coordinates, as an integral over $x$ times an integral over $y$. In a two-dimensional model, the angular formula applies to overlaps of Gaussians that share one centre. The parity rule then identifies overlaps that vanish by symmetry: those of $\chi_{ij}$ and $\chi_{kl}$ for which $i+k$ or $j+l$ is odd. For orbitals in three dimensions, the same separation into a radial and an angular part leads to an integral over the sphere, with its own surface element.
